# The transmission modulus of two identical lossless barriers ranges from $(1-|r|^2)/(1+|r|^2)$ to $1$ as the round-trip phase varies

Let two identical barriers have fixed complex reflection and transmission amplitudes $r$ and $t$, with $t\neq 0$ and $|r|^2+|t|^2=1$. As the real phase $x$ varies, the modulus

$$\left|\frac{t^2}{1-r^2e^{ix}}\right|$$

has minimum $(1-|r|^2)/(1+|r|^2)$ and maximum exactly $1$. Both are attained, and so is every value between them. However weakly each barrier transmits, the pair has a phase at which it transmits perfectly. This is the mechanism of resonant tunnelling, here for non-interacting, coherent waves in a single channel.

## The barriers and their amplitudes

A wave between the barriers is reflected once by each of them and picks up a propagation phase $x$ on the way there and back. One round trip therefore multiplies it by

$$w(x)=r^2e^{ix}.$$

The total transmission amplitude is $A(x)=t^2/(1-w(x))$. Write $R=|r|^2$ for the reflection probability of one barrier.

The condition $R+|t|^2=1$ is conservation of flux: nothing is absorbed. The condition $t\neq0$ says that a single barrier is not a perfect mirror. The same $r$ is used for both reflections inside the cavity, as suits mirror-symmetric barriers. The phase of a single crossing is left out of $A$, since it doesn't change the modulus.

The amplitudes $r$ and $t$ are given numbers, not computed from a potential, and they stay fixed while $x$ varies. Physically, this is a change of barrier separation at fixed energy. In an energy scan $r$ and $t$ would usually change too.

```lean
import Mathlib

open Complex

namespace ResonantDoubleBarrier

noncomputable section
```

In Lean, `r` and `t` are complex numbers and `x` is a real one. The round-trip factor $w(x)$ is `roundTrip r x`.

```lean
/-- The factor gained by a wave in one round trip between two identical barriers with
reflection amplitude `r`, where `x` is the propagation phase of the round trip. -/
def roundTrip (r : ℂ) (x : ℝ) : ℂ := r ^ 2 * exp (x * I)
```

The amplitude $A(x)$ is `amplitude r t x`.

```lean
/-- The transmission amplitude of two identical barriers with reflection amplitude `r`,
transmission amplitude `t` and round-trip phase `x`. -/
def amplitude (r t : ℂ) (x : ℝ) : ℂ := t ^ 2 / (1 - roundTrip r x)
```

## (a) The modulus of the round-trip factor

**Show that $|w(x)|=R$ for every $x$.**

The modulus of a product is the product of the moduli, and $|e^{ix}|=1$ for real $x$. Hence $|w(x)|=|r|^2\cdot 1=R$. The phase turns $w$ around a circle of radius $R$ and does nothing else. The Lean proof rewrites with the same facts in the same order.

```lean
/-- The round-trip factor has modulus `‖r‖ ^ 2`, whatever the phase. -/
theorem norm_roundTrip (r : ℂ) (x : ℝ) : ‖roundTrip r x‖ = ‖r‖ ^ 2 := by
  rw [roundTrip, norm_mul, norm_pow, Complex.norm_exp_ofReal_mul_I, mul_one]
```

## (b) Reflection by one barrier is incomplete

**Show that $R<1$.**

Since $t\ne0$, we have $|t|^2>0$, so $R=1-|t|^2<1$. In Lean, `ht` is the assumption $t\neq0$ and `h` is flux conservation; most of the later parts use both.

```lean
/-- A lossless barrier that transmits at all reflects with probability below one. -/
theorem reflection_lt_one {r t : ℂ} (ht : t ≠ 0) (h : ‖r‖ ^ 2 + ‖t‖ ^ 2 = 1) :
    ‖r‖ ^ 2 < 1 := by
  have h1 : 0 < ‖t‖ ^ 2 := pow_pos (norm_pos_iff.mpr ht) 2
  linarith
```

## (c) The denominator never vanishes

**Show that $1-w(x)\neq0$ for every $x$.**

If $1-w(x)=0$, then $w(x)=1$ and $|w(x)|=1$. But $|w(x)|=R<1$ by (a) and (b), a contradiction.

```lean
lemma one_sub_roundTrip_ne_zero {r t : ℂ} (ht : t ≠ 0) (h : ‖r‖ ^ 2 + ‖t‖ ^ 2 = 1)
    (x : ℝ) : 1 - roundTrip r x ≠ 0 := by
  intro h0
  have h1 : roundTrip r x = 1 := (sub_eq_zero.mp h0).symm
  have h2 := norm_roundTrip r x
  rw [h1, norm_one] at h2
  linarith [reflection_lt_one ht h]
```

## (d) A scalar Dyson equation for the amplitude

**Show that $T=t^2+w(x)\,T$ holds for a complex number $T$ exactly when $T=A(x)$.**

The equation says that a transmitted wave either passes straight through both barriers, with amplitude $t^2$, or first makes a round trip and then faces the same situation again. Collecting the terms in $T$ gives

$$(1-w(x))\,T=t^2.$$

By (c) we may divide, and the only solution is $T=t^2/(1-w(x))=A(x)$. Each step can be reversed.

The Lean statement is an equivalence for an arbitrary `T`, so it covers both that the amplitude solves the equation and that nothing else does. The proof clears the denominator with `eq_div_iff`; `linear_combination` then does the rearrangement in each direction.

```lean
/-- The transmission amplitude is the unique solution of the Dyson equation
`T = t ^ 2 + roundTrip r x * T`. -/
theorem dyson_iff {r t : ℂ} (ht : t ≠ 0) (h : ‖r‖ ^ 2 + ‖t‖ ^ 2 = 1) (x : ℝ) (T : ℂ) :
    T = t ^ 2 + roundTrip r x * T ↔ T = amplitude r t x := by
  rw [amplitude, eq_div_iff (one_sub_roundTrip_ne_zero ht h x)]
  constructor <;> intro hT <;> linear_combination hT
```

## (e) The sum over multiple reflections

**Show that the amplitudes $t^2w(x)^n$ of the paths with $n=0,1,2,\dots$ round trips sum to $A(x)$.**

This is a geometric series with ratio $w(x)$, and $|w(x)|=R<1$, so

$$\sum_{n=0}^{\infty}t^2w(x)^n=\frac{t^2}{1-w(x)}=A(x).$$

`HasSum` states that the series converges and that its sum is the given number. The proof takes the geometric series from Mathlib and multiplies it by `t ^ 2`.

In a calculation, stopping after $N$ terms leaves the remainder $w^NA$, of modulus $R^N|A|$. For strongly reflecting barriers this shrinks slowly, and it is better to solve the equation in (d) directly. Codes that join scattering matrices do the same with several channels: the number $1-w$ becomes a matrix, and the division becomes a linear solve.

```lean
/-- The amplitudes of the paths with `n = 0, 1, 2, ...` round trips between the barriers
sum to the transmission amplitude. -/
theorem hasSum_paths {r t : ℂ} (ht : t ≠ 0) (h : ‖r‖ ^ 2 + ‖t‖ ^ 2 = 1) (x : ℝ) :
    HasSum (fun n : ℕ => t ^ 2 * roundTrip r x ^ n) (amplitude r t x) := by
  have hw : ‖roundTrip r x‖ < 1 := by
    rw [norm_roundTrip]
    exact reflection_lt_one ht h
  rw [amplitude, div_eq_mul_inv]
  exact (hasSum_geometric_of_norm_lt_one hw).mul_left (t ^ 2)
```

## (f) The modulus depends only on the denominator

**Show that $|A(x)|=(1-R)/|1-w(x)|$.**

Take the modulus of the quotient and use $|t^2|=|t|^2=1-R$. The numerator is now a constant, so the rest of the problem concerns the distance from $1$ to the point $w(x)$ on the circle of radius $R$.

```lean
lemma norm_amplitude {r t : ℂ} (h : ‖r‖ ^ 2 + ‖t‖ ^ 2 = 1) (x : ℝ) :
    ‖amplitude r t x‖ = (1 - ‖r‖ ^ 2) / ‖1 - roundTrip r x‖ := by
  have h1 : ‖t‖ ^ 2 = 1 - ‖r‖ ^ 2 := by linarith
  rw [amplitude, norm_div, norm_pow, h1]
```

## (g) When the distance to 1 fixes the point

**Let $w$ be complex and $s$ real, with $|w|^2=s^2$ and $s\le1$. Show that $|1-w|=1-s$ exactly when $w=s$.**

Suppose $|1-w|=1-s$. Squaring and expanding gives

$$1-2\,\mathrm{Re}\,w+|w|^2=1-2s+s^2.$$

Since $|w|^2=s^2$, this leaves $\mathrm{Re}\,w=s$. Then $(\mathrm{Im}\,w)^2=|w|^2-s^2=0$, so $w=s$. Conversely, if $w=s$, then $|1-w|=|1-s|=1-s$ because $s\le1$.

The number $s$ may be negative. That lets one lemma serve both ends of the range: $s=R$ is the point of the circle nearest to $1$, and $s=-R$ the farthest. In the Lean proof, `hre` is the step for the real part and `him` the step for the imaginary part.

```lean
lemma norm_one_sub_eq_iff {w : ℂ} {s : ℝ} (hw : ‖w‖ ^ 2 = s ^ 2) (hs : s ≤ 1) :
    ‖1 - w‖ = 1 - s ↔ w = (s : ℂ) := by
  constructor
  · intro h
    have h1 : ‖1 - w‖ ^ 2 = (1 - s) ^ 2 := by rw [h]
    rw [Complex.sq_norm, Complex.normSq_apply] at h1 hw
    simp only [Complex.sub_re, Complex.sub_im, Complex.one_re, Complex.one_im] at h1
    -- the two moduli fix the real part, and then the imaginary part vanishes
    have hre : w.re = s := by nlinarith
    have him : w.im = 0 := by
      rw [hre] at hw
      have h2 : w.im * w.im = 0 := by linarith
      exact mul_self_eq_zero.mp h2
    exact Complex.ext (by rw [Complex.ofReal_re, hre]) (by rw [Complex.ofReal_im, him])
  · intro h
    have h1 : (1 : ℂ) - (s : ℂ) = ((1 - s : ℝ) : ℂ) := by simp
    rw [h, h1, Complex.norm_real, Real.norm_of_nonneg (by linarith)]
```

## (h) The resonance condition

**Show that $|A(x)|=1$ exactly when $w(x)=R$.**

By (f), $|A(x)|=1$ means $|1-w(x)|=1-R$. By (g) with $s=R$, this means $w(x)=R$. A resonance thus occurs when the round-trip factor is real and nonnegative, so that all the paths in (e) add in phase.

In the statement, `((‖r‖ ^ 2 : ℝ) : ℂ)` is the real number $R$ regarded as a complex one. The proof applies (g) from right to left, turning the condition on $w(x)$ into one on $|1-w(x)|$.

```lean
/-- The double barrier transmits with modulus one exactly when the round-trip factor is
the nonnegative real number `‖r‖ ^ 2`. -/
theorem resonance_iff {r t : ℂ} (ht : t ≠ 0) (h : ‖r‖ ^ 2 + ‖t‖ ^ 2 = 1) (x : ℝ) :
    ‖amplitude r t x‖ = 1 ↔ roundTrip r x = ((‖r‖ ^ 2 : ℝ) : ℂ) := by
  have hne := norm_ne_zero_iff.mpr (one_sub_roundTrip_ne_zero ht h x)
  rw [← norm_one_sub_eq_iff (by rw [norm_roundTrip]) (reflection_lt_one ht h).le,
    norm_amplitude h, div_eq_iff hne, one_mul]
  exact eq_comm
```

## (i) The antiresonance condition

**Show that $|A(x)|=(1-R)/(1+R)$ exactly when $w(x)=-R$.**

By (f), the condition is

$$\frac{1-R}{|1-w(x)|}=\frac{1-R}{1+R}.$$

Since $1-R\neq0$, it is equivalent to $|1-w(x)|=1+R=1-(-R)$. By (g) with $s=-R$, that means $w(x)=-R$. If $r\neq0$, successive paths now alternate in sign relative to the direct one; if $r=0$, only the direct path contributes.

In Lean, `-‖r‖ ^ 2` is read as $-(|r|^2)$. The cancellation of $1-R$ is the step with `mul_left_cancel₀`.

```lean
/-- The transmission modulus equals `(1 - ‖r‖ ^ 2) / (1 + ‖r‖ ^ 2)` exactly when the
round-trip factor is the real number `-‖r‖ ^ 2`. -/
theorem antiresonance_iff {r t : ℂ} (ht : t ≠ 0) (h : ‖r‖ ^ 2 + ‖t‖ ^ 2 = 1) (x : ℝ) :
    ‖amplitude r t x‖ = (1 - ‖r‖ ^ 2) / (1 + ‖r‖ ^ 2) ↔
      roundTrip r x = ((-‖r‖ ^ 2 : ℝ) : ℂ) := by
  have hne := norm_ne_zero_iff.mpr (one_sub_roundTrip_ne_zero ht h x)
  have hR : 0 ≤ ‖r‖ ^ 2 := sq_nonneg _
  have ha : 1 - ‖r‖ ^ 2 ≠ 0 := by linarith [reflection_lt_one ht h] |> fun h' => h'
  have hb : 1 + ‖r‖ ^ 2 ≠ 0 := by positivity
  rw [← norm_one_sub_eq_iff (by rw [norm_roundTrip]; ring) (by linarith),
    norm_amplitude h, div_eq_div_iff hne hb]
  constructor
  · intro h1
    have h2 := mul_left_cancel₀ ha h1
    linarith
  · intro h1
    rw [h1]
    ring
```

## (j) Every phase of the round-trip factor can be reached

**Given a real $\theta$, find $x$ with $w(x)=R\,e^{i\theta}$.**

Write $r^2=R\,e^{i\arg(r^2)}$ and choose $x=\theta-\arg(r^2)$. Then

$$w(x)=R\,e^{i\arg(r^2)}e^{i(\theta-\arg(r^2))}=R\,e^{i\theta}.$$

For $r=0$ both sides are zero. In the Lean proof, `h1` is the polar form of $r^2$ and `h2` splits the exponential.

This formula is useful in a numerical scan. When $R$ is close to $1$, the transmission peak has a width in $x$ of order $1-R$, and a uniform grid can step over it. Adding the point $x=-\arg(r^2)$ places a sample exactly on the peak.

```lean
lemma exists_phase (r : ℂ) (θ : ℝ) :
    ∃ x : ℝ, roundTrip r x = ((‖r‖ ^ 2 : ℝ) : ℂ) * exp (θ * I) := by
  refine ⟨θ - arg (r ^ 2), ?_⟩
  have h1 : ((‖r‖ ^ 2 : ℝ) : ℂ) * exp (arg (r ^ 2) * I) = r ^ 2 := by
    rw [← norm_pow]
    exact Complex.norm_mul_exp_arg_mul_I (r ^ 2)
  have h2 : exp (θ * I) = exp (arg (r ^ 2) * I) * exp ((θ - arg (r ^ 2) : ℝ) * I) := by
    rw [← Complex.exp_add]
    congr 1
    rw [Complex.ofReal_sub]
    ring
  rw [roundTrip, h2, ← mul_assoc, h1]
```

## (k) The minimum and the maximum

**Show that over all real $x$ the least value of $|A(x)|$ is $(1-R)/(1+R)$ and the greatest is $1$.**

The triangle inequality, with $|w(x)|=R$, gives

$$1-R\le|1-w(x)|\le1+R.$$

Dividing $1-R$ by these positive quantities and using (f), we get

$$\frac{1-R}{1+R}\le|A(x)|\le1.$$

Part (j) with $\theta=\pi$ supplies an $x$ with $w(x)=-R$, where the lower bound is attained by (i). With $\theta=0$ it supplies an $x$ with $w(x)=R$, where the upper bound is attained by (h).

In Lean, `Set.range fun x : ℝ => ‖amplitude r t x‖` is the set of all values of the modulus. `IsLeast` says that a number belongs to this set and is a lower bound of it; `IsGreatest` is the same with an upper bound. The proof accordingly has four parts: attainment and bound for the minimum, then for the maximum.

These are values of the modulus. The transmission probability is its square, so its minimum is $\left(\frac{1-R}{1+R}\right)^2$ and its maximum is again $1$. If $r=0$, the minimum and maximum coincide and the modulus is $1$ at every phase.

A transport code for this single-channel model can be tested against both values: a lossless pair of barriers whose computed modulus exceeds $1$ beyond rounding error points to a fault in the amplitudes or in the way they were combined.

```lean
/-- Over all real round-trip phases, the transmission modulus of the double barrier has
minimum `(1 - ‖r‖ ^ 2) / (1 + ‖r‖ ^ 2)` and maximum `1`, both attained. -/
theorem transmission_extrema {r t : ℂ} (ht : t ≠ 0) (h : ‖r‖ ^ 2 + ‖t‖ ^ 2 = 1) :
    IsLeast (Set.range fun x : ℝ => ‖amplitude r t x‖)
        ((1 - ‖r‖ ^ 2) / (1 + ‖r‖ ^ 2)) ∧
      IsGreatest (Set.range fun x : ℝ => ‖amplitude r t x‖) 1 := by
  have hR := reflection_lt_one ht h
  refine ⟨⟨?_, ?_⟩, ⟨?_, ?_⟩⟩
  · -- a round-trip factor of phase π gives the minimum
    obtain ⟨x, hx⟩ := exists_phase r Real.pi
    refine ⟨x, (antiresonance_iff ht h x).mpr ?_⟩
    rw [hx, Complex.exp_pi_mul_I, Complex.ofReal_neg]
    ring
  · rintro _ ⟨x, rfl⟩
    have hpos := norm_pos_iff.mpr (one_sub_roundTrip_ne_zero ht h x)
    have h1 := norm_sub_le (1 : ℂ) (roundTrip r x)
    rw [norm_one, norm_roundTrip] at h1
    change _ ≤ ‖amplitude r t x‖
    rw [norm_amplitude h]
    exact div_le_div_of_nonneg_left (by linarith) hpos h1
  · -- a round-trip factor of phase zero gives the maximum
    obtain ⟨x, hx⟩ := exists_phase r 0
    refine ⟨x, (resonance_iff ht h x).mpr ?_⟩
    rw [hx, Complex.ofReal_zero, zero_mul, Complex.exp_zero, mul_one]
  · rintro _ ⟨x, rfl⟩
    have hpos := norm_pos_iff.mpr (one_sub_roundTrip_ne_zero ht h x)
    have h1 := norm_sub_norm_le (1 : ℂ) (roundTrip r x)
    rw [norm_one, norm_roundTrip] at h1
    change ‖amplitude r t x‖ ≤ 1
    rw [norm_amplitude h, div_le_iff₀ hpos, one_mul]
    exact h1
```

## (l) Every value in between

**Show that the values of $|A(x)|$ fill the closed interval from $(1-R)/(1+R)$ to $1$.**

By (k), no value lies outside the interval. For the converse, note that $w(x)$ is continuous in $x$ and that $1-w(x)$ never vanishes, so $|A(x)|$ is continuous. It takes the value $(1-R)/(1+R)$ at some phase $a$ and $1$ at some phase $b$. By the intermediate value theorem it takes every value between them.

`Set.Icc` denotes the closed interval, and the theorem is an equality of sets. The proof shows the two inclusions separately: the first uses the bounds `hlow` and `hupp`, the second the continuity `hcont` and the two extremal phases.

```lean
/-- The transmission moduli reached by varying the round-trip phase fill the whole closed
interval from `(1 - ‖r‖ ^ 2) / (1 + ‖r‖ ^ 2)` to `1`. -/
theorem transmission_range {r t : ℂ} (ht : t ≠ 0) (h : ‖r‖ ^ 2 + ‖t‖ ^ 2 = 1) :
    (Set.range fun x : ℝ => ‖amplitude r t x‖) =
      Set.Icc ((1 - ‖r‖ ^ 2) / (1 + ‖r‖ ^ 2)) 1 := by
  obtain ⟨⟨⟨a, ha⟩, hlow⟩, ⟨⟨b, hb⟩, hupp⟩⟩ := transmission_extrema ht h
  have hden : Continuous fun x : ℝ => 1 - roundTrip r x := by
    unfold roundTrip
    fun_prop
  have hcont : Continuous fun x : ℝ => ‖amplitude r t x‖ :=
    (continuous_const.div hden (one_sub_roundTrip_ne_zero ht h)).norm
  apply Set.Subset.antisymm
  · intro y hy
    exact ⟨hlow hy, hupp hy⟩
  · -- intermediate value theorem between the two extremal phases
    intro y hy
    exact mem_range_of_exists_le_of_exists_ge hcont
      ⟨a, ha.le.trans hy.1⟩ ⟨b, hy.2.trans hb.ge⟩

end

end ResonantDoubleBarrier
```

```lean
#print axioms ResonantDoubleBarrier.dyson_iff
#print axioms ResonantDoubleBarrier.hasSum_paths
#print axioms ResonantDoubleBarrier.transmission_range
```

```
'ResonantDoubleBarrier.dyson_iff' depends on axioms: [propext, Classical.choice, Quot.sound]
'ResonantDoubleBarrier.hasSum_paths' depends on axioms: [propext, Classical.choice, Quot.sound]
'ResonantDoubleBarrier.transmission_range' depends on axioms: [propext, Classical.choice, Quot.sound]
```
